# The magnitude of a magnetization has a kink where the vector passes through zero with nonzero derivative

A noncollinear calculation can reuse a collinear gradient-corrected functional (GGA) by forming the magnitude of the magnetization at every grid point, building the two spin densities

$$n_\pm = \tfrac12\,(n \pm |\mathbf m|),$$

and differentiating them along the grid. Here $n$ is the electron density and $\mathbf m$ the magnetization vector. The last step presumes that $|\mathbf m|$ has a gradient. At a node of $\mathbf m$ where the vector field has a nonzero derivative, it has none, however smooth $\mathbf m$ itself may be.

A collinear antiferromagnet shows the effect. Between two opposite moments, $m_z$ can change sign smoothly and with nonzero slope. A collinear code works with $(n \pm m_z)/2$ and sees nothing unusual, while the magnitude-based construction replaces $m_z$ by $|m_z|$ and creates a corner at the sign change.

## The magnetization along a line

Take a straight line through the material with coordinate $x$, and let $m(x)$ be the magnetization vector on it. Suppose that $m$ has a node at $x_0$ and is differentiable there:

$$m(x_0)=0, \qquad m'(x_0)=v .$$

Nothing is assumed about $m$ away from $x_0$ beyond what this derivative implies, and second derivatives of $m$ need not exist. The vector $v$ is the rate at which the magnetization grows out of the node, and when $v\neq 0$ its direction is the axis along which the magnetization reverses.

The values of $m$ lie in a real normed space $E$, and $\|\cdot\|$ is the norm of that space. For the physical magnetization, $E$ is three-dimensional Euclidean space, written `EuclideanSpace ℝ (Fin 3)` in Lean. The plain function type `Fin 3 → ℝ` carries the maximum norm, which is not the $|\mathbf m|$ of a GGA, although the theorems hold for it too. A second space $F$ will serve as position space when the line is replaced by a full field.

```lean
import Mathlib

open Filter Topology

namespace MagnetizationKink

variable {E F : Type*} [NormedAddCommGroup E] [NormedSpace ℝ E]
  [NormedAddCommGroup F] [NormedSpace ℝ F]
```

## Slope on the right of the node

For $x > x_0$ the displacement $x-x_0$ is positive and can be moved in and out of the norm. Since $m(x_0)=0$,

$$\frac{\|m(x)\|-\|m(x_0)\|}{x-x_0} = \frac{\|m(x)\|}{x-x_0} = \left\|\frac{m(x)-m(x_0)}{x-x_0}\right\| .$$

The quotient inside the last norm tends to $v$. The norm is continuous, so the right derivative of $\|m\|$ at $x_0$ is $\|v\|$.

```lean
/-- At a node of the magnetization, its magnitude has right derivative `‖v‖`, where `v` is the
derivative of the magnetization vector. -/
theorem magnitude_right_deriv {m : ℝ → E} {v : E} {x₀ : ℝ}
    (hm : HasDerivAt m v x₀) (h0 : m x₀ = 0) :
    HasDerivWithinAt (fun x => ‖m x‖) ‖v‖ (Set.Ioi x₀) x₀ := by
  have hs : x₀ ∉ Set.Ioi x₀ := by simp
  have h := (hasDerivWithinAt_iff_tendsto_slope' hs).1 hm.hasDerivWithinAt
  refine (hasDerivWithinAt_iff_tendsto_slope' hs).2 (h.norm.congr' ?_)
  filter_upwards [self_mem_nhdsWithin] with x hx
  -- to the right of the node the two difference quotients agree
  have hx' : 0 < x - x₀ := sub_pos.2 hx
  simp only [slope, vsub_eq_sub, h0, norm_zero, sub_zero, norm_smul, smul_eq_mul, norm_inv,
    Real.norm_eq_abs, abs_of_pos hx']
```

The hypothesis `HasDerivAt m v x₀` says that $m$ has derivative $v$ at $x_0$, and `h0` says that $x_0$ is a node. The conclusion uses `HasDerivWithinAt` on `Set.Ioi x₀`, the open half-line $x>x_0$, which is how a right derivative is expressed.

The proof follows the calculation. `hasDerivWithinAt_iff_tendsto_slope'` turns the derivative into a limit of difference quotients, which Lean calls `slope`. `h.norm` applies continuity of the norm, and the final `simp only` verifies the displayed equality for $x>x_0$.

## Slope on the left of the node

For $x<x_0$ the displacement is negative, $x-x_0=-|x-x_0|$, and the same calculation picks up a sign:

$$\frac{\|m(x)\|-\|m(x_0)\|}{x-x_0} = -\frac{\|m(x)\|}{|x-x_0|} = -\left\|\frac{m(x)-m(x_0)}{x-x_0}\right\| \longrightarrow -\|v\| .$$

The magnitude therefore falls towards the node with slope $-\|v\|$ and rises from it with slope $+\|v\|$.

```lean
/-- At a node of the magnetization, its magnitude has left derivative `-‖v‖`, where `v` is the
derivative of the magnetization vector. -/
theorem magnitude_left_deriv {m : ℝ → E} {v : E} {x₀ : ℝ}
    (hm : HasDerivAt m v x₀) (h0 : m x₀ = 0) :
    HasDerivWithinAt (fun x => ‖m x‖) (-‖v‖) (Set.Iio x₀) x₀ := by
  have hs : x₀ ∉ Set.Iio x₀ := by simp
  have h := (hasDerivWithinAt_iff_tendsto_slope' hs).1 hm.hasDerivWithinAt
  refine (hasDerivWithinAt_iff_tendsto_slope' hs).2 (h.norm.neg.congr' ?_)
  filter_upwards [self_mem_nhdsWithin] with x hx
  -- to the left of the node the displacement is negative, which flips the sign
  have hx' : x - x₀ < 0 := sub_neg.2 hx
  simp only [slope, vsub_eq_sub, h0, norm_zero, sub_zero, norm_smul, smul_eq_mul, norm_inv,
    Real.norm_eq_abs, abs_of_neg hx', inv_neg, neg_mul, neg_neg]
```

The half-line is now `Set.Iio x₀`, and `h.norm.neg` supplies the limit of minus the norm. The sign enters the simplification through `abs_of_neg`.

## Differentiability at the node means zero derivative

If $\|m\|$ had an ordinary derivative $d$ at $x_0$, then $d$ would equal both one-sided derivatives:

$$d=\|v\| \quad\text{and}\quad d=-\|v\| \quad\Longrightarrow\quad \|v\|=0 \quad\Longrightarrow\quad v=0 .$$

Conversely, if $v=0$, both one-sided derivatives are zero. They agree, so $\|m\|$ is differentiable at the node with derivative zero.

```lean
/-- The magnitude of the magnetization is differentiable at a node exactly when the derivative
of the magnetization vector vanishes there. -/
theorem magnitude_differentiableAt_iff {m : ℝ → E} {v : E} {x₀ : ℝ}
    (hm : HasDerivAt m v x₀) (h0 : m x₀ = 0) :
    DifferentiableAt ℝ (fun x => ‖m x‖) x₀ ↔ v = 0 := by
  constructor
  · intro hd
    -- a two-sided derivative would equal both one-sided ones
    have hr := (uniqueDiffWithinAt_Ioi x₀).eq_deriv _
      hd.hasDerivAt.hasDerivWithinAt (magnitude_right_deriv hm h0)
    have hl := (uniqueDiffWithinAt_Iio x₀).eq_deriv _
      hd.hasDerivAt.hasDerivWithinAt (magnitude_left_deriv hm h0)
    have hv : ‖v‖ = 0 := by linarith
    exact norm_eq_zero.1 hv
  · intro hv
    have hr := magnitude_right_deriv hm h0
    have hl := magnitude_left_deriv hm h0
    rw [hv, norm_zero] at hr
    rw [hv, norm_zero, neg_zero] at hl
    -- the one-sided derivatives agree, so they glue together
    have hu := hl.Iic_of_Iio.union hr.Ici_of_Ioi
    rw [Set.Iic_union_Ici, hasDerivWithinAt_univ] at hu
    exact hu.differentiableAt
```

In the forward direction, `uniqueDiffWithinAt_Ioi` and `uniqueDiffWithinAt_Iio` state that a derivative along either half-line is unique. This gives the two equations for $d$, and `linarith` combines them. In the reverse direction, the half-lines are closed by adding the endpoint $x_0$, and their union is the whole line, where a derivative within the set is an ordinary derivative.

## The kink

For $v\neq 0$ these facts combine into one statement. The slope of $\|m\|$ jumps by $2\|v\|$ across the node:

$$\|m\|'(x_0^-)=-\|v\|, \qquad \|m\|'(x_0^+)=+\|v\|,$$

and $\|m\|$ is not differentiable at $x_0$. The primes with $\pm$ denote the one-sided derivatives at $x_0$, not limits of derivatives at neighbouring points, which need not exist under the present hypotheses.

```lean
/-- Where the magnetization passes through zero with nonzero derivative `v`, its magnitude has
right derivative `‖v‖` and left derivative `-‖v‖`, and is not differentiable. -/
theorem magnitude_kink {m : ℝ → E} {v : E} {x₀ : ℝ}
    (hm : HasDerivAt m v x₀) (h0 : m x₀ = 0) (hv : v ≠ 0) :
    HasDerivWithinAt (fun x => ‖m x‖) ‖v‖ (Set.Ioi x₀) x₀ ∧
    HasDerivWithinAt (fun x => ‖m x‖) (-‖v‖) (Set.Iio x₀) x₀ ∧
    ¬ DifferentiableAt ℝ (fun x => ‖m x‖) x₀ :=
  ⟨magnitude_right_deriv hm h0, magnitude_left_deriv hm h0,
    fun hd => hv ((magnitude_differentiableAt_iff hm h0).1 hd)⟩
```

The condition `v ≠ 0` means that the magnetization goes through zero at a finite rate and reverses direction. It is an assumption about the given profile, and whether a particular material has such a node is a separate question. A domain wall in which the magnetization rotates at fixed nonzero length has no node, so the theorem does not apply to it.

## The second difference grows without bound

The potential of a GGA contains the divergence of a derivative of the energy density with respect to the density gradients, and this brings in second derivatives of $n_\pm$. On a grid with spacing $h>0$, the simplest approximation to the second derivative of the magnitude at the node is

$$D(h)=\frac{\|m(x_0+h)\|-2\|m(x_0)\|+\|m(x_0-h)\|}{h^2} .$$

The middle term vanishes. Taking one factor $1/h$ into each norm gives

$$D(h)=\frac1h\left(\left\|\frac{m(x_0+h)}{h}\right\|+\left\|\frac{m(x_0-h)}{-h}\right\|\right).$$

Both vectors inside the norms are difference quotients of $m$ at the node and tend to $v$. The bracket tends to $2\|v\|>0$ while $1/h$ tends to $+\infty$, so $D(h)\to+\infty$.

```lean
/-- Where the magnetization passes through zero with nonzero derivative, the symmetric second
difference quotient of its magnitude tends to plus infinity as the step `h` shrinks to zero. -/
theorem magnitude_second_difference_diverges {m : ℝ → E} {v : E} {x₀ : ℝ}
    (hm : HasDerivAt m v x₀) (h0 : m x₀ = 0) (hv : v ≠ 0) :
    Tendsto (fun h : ℝ => (‖m (x₀ + h)‖ - 2 * ‖m x₀‖ + ‖m (x₀ - h)‖) / h ^ 2)
      (𝓝[>] 0) atTop := by
  have h1 := hasDerivAt_iff_tendsto_slope_zero.1 hm
  have hpos : Tendsto (fun t : ℝ => t) (𝓝[>] 0) (𝓝[≠] 0) :=
    tendsto_nhdsWithin_iff.2 ⟨tendsto_id.mono_left nhdsWithin_le_nhds, by
      filter_upwards [self_mem_nhdsWithin] with t ht
      exact (Set.mem_Ioi.1 ht).ne'⟩
  have hneg : Tendsto (fun t : ℝ => -t) (𝓝[>] 0) (𝓝[≠] 0) :=
    tendsto_nhdsWithin_iff.2
      ⟨(continuous_neg.tendsto' (0 : ℝ) 0 neg_zero).mono_left nhdsWithin_le_nhds, by
        filter_upwards [self_mem_nhdsWithin] with t ht
        exact neg_ne_zero.2 (Set.mem_Ioi.1 ht).ne'⟩
  have hC : 0 < ‖v‖ + ‖v‖ := add_pos (norm_pos_iff.2 hv) (norm_pos_iff.2 hv)
  -- a factor tending to `2‖v‖` times the diverging factor `1/h`
  have hs := ((h1.comp hpos).norm.add (h1.comp hneg).norm).pos_mul_atTop hC
    tendsto_inv_nhdsGT_zero
  refine hs.congr' ?_
  filter_upwards [self_mem_nhdsWithin] with t ht
  have ht' : 0 < t := ht
  simp only [Function.comp_apply, h0, sub_zero, norm_zero, norm_smul, norm_inv, norm_neg,
    Real.norm_eq_abs, abs_of_pos ht', ← sub_eq_add_neg]
  ring
```

The filter `𝓝[>] 0` means that $h$ approaches zero through positive values, and `atTop` is the limit $+\infty$. The auxiliary facts `hpos` and `hneg` say that $h$ and $-h$ both approach zero without being zero, so that the derivative of $m$ can be evaluated along either. `pos_mul_atTop` is the rule that a factor with a positive limit times a factor tending to $+\infty$ tends to $+\infty$. The closing `simp only` and `ring` check the rearrangement of $D(h)$.

In a program, the quantity takes two lines. With the magnetization stored as an array `m` of shape `(N, 3)` along a line of grid points, NumPy code reads

```python
mag = np.linalg.norm(m, axis=-1)
d2 = (mag[2:] - 2*mag[1:-1] + mag[:-2]) / h**2
```

If the node lies on an interior grid point, the corresponding entry of `d2` behaves as $2\|v\|/h$ for small $h$, so halving the spacing roughly doubles it. A smooth function would give a value that settles. Growth in proportion to $1/h$ at a fixed point is therefore a practical sign of a kink in output data. Slower growth is not enough: $|x|^{3/2}$ is differentiable at zero, yet its second difference there grows as $2/\sqrt{h}$.

The central first difference is less informative. At the node,

$$\frac{\|m(x_0+h)\|-\|m(x_0-h)\|}{2h}\longrightarrow\frac{\|v\|-\|v\|}{2}=0,$$

so a code that inspects only this quantity sees a harmless zero gradient where the two one-sided slopes are $\pm\|v\|$.

The divergence concerns the second difference of the magnitude. How strongly it shows in a complete exchange-correlation potential depends on the coefficients with which the chosen functional multiplies the second derivatives, and on how the code evaluates those derivatives.

## The criterion for a field in space

Now let $m$ be a field on position space $F$, with a node at $r_0$ and full derivative $L$ there. For the physical magnetization, $L$ is the $3\times3$ matrix of partial derivatives $\partial m_i/\partial r_j$ at the node. The claim is that $\|m\|$ is differentiable at $r_0$ exactly when $L=0$.

Suppose first that $\|m\|$ is differentiable at $r_0$. Choose any direction $u$ and follow the field along the straight line $t\mapsto r_0+tu$. On this line the magnetization has a node at $t=0$ with derivative $Lu$, and its magnitude is differentiable there. The criterion on a line gives $Lu=0$. Since $u$ was arbitrary, $L=0$.

Suppose conversely that $L=0$. Differentiability of $m$ at the node then reads

$$m(r_0+u)=o(\|u\|), \qquad\text{hence}\qquad \|m(r_0+u)\|=o(\|u\|),$$

and this says that $\|m\|$ has derivative zero at $r_0$.

```lean
/-- For a magnetization field on a normed space, the magnitude is differentiable at a node
exactly when the full derivative `L` of the field vanishes there. -/
theorem field_magnitude_differentiableAt_iff {m : F → E} {L : F →L[ℝ] E} {r₀ : F}
    (hm : HasFDerivAt m L r₀) (h0 : m r₀ = 0) :
    DifferentiableAt ℝ (fun r => ‖m r‖) r₀ ↔ L = 0 := by
  constructor
  · intro hd
    ext u
    -- restrict the field to the straight line through the node along `u`
    have hline : HasDerivAt (fun t : ℝ => m (r₀ + t • u)) (L u) 0 := hm.hasLineDerivAt u
    have hmag : HasDerivAt (fun t : ℝ => ‖m (r₀ + t • u)‖)
        (fderiv ℝ (fun r => ‖m r‖) r₀ u) 0 := hd.hasFDerivAt.hasLineDerivAt u
    have hz : m (r₀ + (0 : ℝ) • u) = 0 := by rw [zero_smul, add_zero, h0]
    exact (magnitude_differentiableAt_iff hline hz).1 hmag.differentiableAt
  · intro hL
    have h := hasFDerivAt_iff_isLittleO_nhds_zero.1 hm
    have hmag : HasFDerivAt (fun r => ‖m r‖) (0 : F →L[ℝ] ℝ) r₀ := by
      rw [hasFDerivAt_iff_isLittleO_nhds_zero]
      simpa [h0, hL] using h.norm_left
    exact hmag.differentiableAt

end MagnetizationKink
```

`HasFDerivAt m L r₀` is the Fréchet derivative, and `F →L[ℝ] E` is the type of continuous linear maps from $F$ to $E$. In the forward part, `hasLineDerivAt u` restricts a derivative to the line along $u$, once for the field and once for its magnitude. In the reverse part, `norm_left` passes from the little-$o$ statement for the vector to the one for its norm.

A single nonzero entry of the derivative matrix is thus enough to destroy differentiability. The kink need not be visible in every direction: along a line with $Lu=0$ the magnitude has slope zero at the node. In the antiferromagnet, where $m_z$ vanishes on a surface, the corner appears on crossing the surface and is absent along directions tangent to it.

The criterion also bears on codes that use the chain rule, $\nabla|\mathbf m|=\sum_i m_i\nabla m_i/|\mathbf m|$, for the Euclidean magnitude. At a node the expression is $0/0$, and a program needs some rule for small $|\mathbf m|$, such as a threshold. When $L\neq0$, the rule returns a vector at the node, but there is no gradient for that vector to approximate.

```lean
#print axioms MagnetizationKink.magnitude_kink
-- 'MagnetizationKink.magnitude_kink' depends on axioms: [propext, Classical.choice, Quot.sound]
#print axioms MagnetizationKink.magnitude_second_difference_diverges
-- 'MagnetizationKink.magnitude_second_difference_diverges' depends on axioms: [propext, Classical.choice, Quot.sound]
#print axioms MagnetizationKink.field_magnitude_differentiableAt_iff
-- 'MagnetizationKink.field_magnitude_differentiableAt_iff' depends on axioms: [propext, Classical.choice, Quot.sound]
```
